# Average of a cubic polynomial in the number of vibrational quanta over Poissonian Franck-Condon weights

The Franck-Condon weights of a displaced oscillator are here defined by the Poisson formula p(n) = e^(−S) Sⁿ/n!, with S the Huang-Rhys factor. `fcWeight_cubic` states that, for all real S, a, b, c and d, the series Σ p(n)(a + bn + cn² + dn³) over all n ≥ 0 converges to a + bS + c(S² + S) + d(S³ + 3S² + S). The weights already sum to one, so for S ≥ 0 this is a true average. The attempt first proves an auxiliary fact, `shift`, which trades a factor n for a factor S and a shift by one quantum. From it come the first three moments, which are then combined linearly.

The failing Lean file:

```lean
import Mathlib

open MeasureTheory

namespace DisplacedOscillatorSkewness

noncomputable section

/-- Franck-Condon weight of the line with `n` vibrational quanta, for Huang-Rhys factor `S`. -/
def fcWeight (S : ℝ) (n : ℕ) : ℝ := Real.exp (-S) * S ^ n / (n.factorial : ℝ)

/-- Neighbouring Franck-Condon weights are linked by `(n + 1) p (n + 1) = S p n`. -/
theorem fcWeight_succ (S : ℝ) (n : ℕ) :
    ((n : ℝ) + 1) * fcWeight S (n + 1) = S * fcWeight S n := by
  have h1 : (n.factorial : ℝ) ≠ 0 := by positivity
  have h2 : (n : ℝ) + 1 ≠ 0 := by positivity
  simp only [fcWeight, Nat.factorial_succ, pow_succ]
  push_cast
  field_simp

/-- The Franck-Condon weights sum to one. -/
theorem fcWeight_hasSum (S : ℝ) : HasSum (fcWeight S) 1 := by
  have h : HasSum (fun n : ℕ => S ^ n / (n.factorial : ℝ)) (Real.exp S) := by
    rw [Real.exp_eq_exp_ℝ]
    exact NormedSpace.expSeries_div_hasSum_exp S
  have e1 : fcWeight S = fun n : ℕ => Real.exp (-S) * (S ^ n / (n.factorial : ℝ)) := by
    funext n
    simp only [fcWeight]
    ring
  have e2 : Real.exp (-S) * Real.exp S = 1 := by
    rw [← Real.exp_add]
    simp
  rw [e1, ← e2]
  exact h.mul_left (Real.exp (-S))

/-- Average of an arbitrary cubic polynomial in the number of quanta over the exact spectrum. -/
theorem fcWeight_cubic (S a b c d : ℝ) :
    HasSum (fun n : ℕ => fcWeight S n * (a + b * n + c * (n : ℝ) ^ 2 + d * (n : ℝ) ^ 3))
      (a + b * S + c * (S ^ 2 + S) + d * (S ^ 3 + 3 * S ^ 2 + S)) := by
  -- a factor `n` is traded for a factor `S` and a shift by one quantum
  have shift : ∀ (f : ℕ → ℝ) (m : ℝ), HasSum (fun n => fcWeight S n * f (n + 1)) m →
      HasSum (fun n : ℕ => fcWeight S n * ((n : ℝ) * f n)) (S * m) := by
    intro f m h
    refine (hasSum_nat_add_iff' 1).mp ?_
    convert h.mul_left S using 1
    · funext n
      show fcWeight S (n + 1) * (((n + 1 : ℕ) : ℝ) * f (n + 1)) =
        S * (fcWeight S n * f (n + 1))
      push_cast
      linear_combination f (n + 1) * fcWeight_succ S n
    · simp
  have m0 := fcWeight_hasSum S
  have m1 : HasSum (fun n : ℕ => fcWeight S n * (n : ℝ)) S := by
    simpa using shift (fun _ => 1) 1 (by simpa using m0)
  have m2 : HasSum (fun n : ℕ => fcWeight S n * ((n : ℝ) * (n : ℝ))) (S * (S + 1)) := by
    refine shift (fun n => (n : ℝ)) (S + 1) ?_
    convert m1.add m0 using 1
    funext n
    push_cast
    ring
  have m3 : HasSum (fun n : ℕ => fcWeight S n * ((n : ℝ) * (n : ℝ) ^ 2))
      (S * (S * (S + 1) + 2 * S + 1)) := by
    refine shift (fun n => (n : ℝ) ^ 2) _ ?_
    convert (m2.add (m1.mul_left 2)).add m0 using 1
    funext n
    push_cast
    ring
  convert (((m0.mul_left a).add (m1.mul_left b)).add (m2.mul_left c)).add (m3.mul_left d) using 1
  · funext n
    ring
  · ring

end

end DisplacedOscillatorSkewness
```

Messages:

```
Main.lean:46:6: error: Tactic `apply` failed: could not unify the conclusion of `@funext`
  ?f = ?g
with the goal
  Real.instAddCommGroup.toAddCommMonoid =
    CommRing.toNonUnitalCommRing.toNonUnitalNonAssocCommRing.toNonUnitalNonAssocSemiring.toAddCommMonoid

Note: The full type of `@funext` is
  ∀ {α : Sort ?u.144} {β : α → Sort ?u.143} {f g : (x : α) → β x}, (∀ (x : α), f x = g x) → f = g

case e'_3
S a b c d : ℝ
f : ℕ → ℝ
m : ℝ
h : HasSum (fun n => fcWeight S n * f (n + 1)) m
⊢ Real.instAddCommGroup.toAddCommMonoid =
    CommRing.toNonUnitalCommRing.toNonUnitalNonAssocCommRing.toNonUnitalNonAssocSemiring.toAddCommMonoid
Main.lean:51:4: error: unsolved goals
case e'_5
S a b c d : ℝ
f : ℕ → ℝ
m : ℝ
h : HasSum (fun n => fcWeight S n * f (n + 1)) m
⊢ (fun n => fcWeight S (n + 1) * ((↑n + 1) * f (n + 1))) = fun i => S * (fcWeight S i * f (i + 1))
Main.lean:42:70: error: unsolved goals
case e'_6
S a b c d : ℝ
f : ℕ → ℝ
m : ℝ
h : HasSum (fun n => fcWeight S n * f (n + 1)) m
⊢ S * m - ∑ i ∈ Finset.range 1, fcWeight S i * (↑i * f i) = S * m
Main.lean:69:4: error: Tactic `apply` failed: could not unify the conclusion of `@funext`
  ?f = ?g
with the goal
  Real.instAddCommMonoid =
    CommRing.toNonUnitalCommRing.toNonUnitalNonAssocCommRing.toNonUnitalNonAssocSemiring.toAddCommMonoid

Note: The full type of `@funext` is
  ∀ {α : Sort ?u.269} {β : α → Sort ?u.268} {f g : (x : α) → β x}, (∀ (x : α), f x = g x) → f = g

case e'_3
S a b c d : ℝ
shift :
  ∀ (f : ℕ → ℝ) (m : ℝ),
    HasSum (fun n => fcWeight S n * f (n + 1)) m → HasSum (fun n => fcWeight S n * (↑n * f n)) (S * m)
m0 : HasSum (fcWeight S) 1
m1 : HasSum (fun n => fcWeight S n * ↑n) S
m2 : HasSum (fun n => fcWeight S n * (↑n * ↑n)) (S * (S + 1))
m3 : HasSum (fun n => fcWeight S n * (↑n * ↑n ^ 2)) (S * (S * (S + 1) + 2 * S + 1))
⊢ Real.instAddCommMonoid =
    CommRing.toNonUnitalCommRing.toNonUnitalNonAssocCommRing.toNonUnitalNonAssocSemiring.toAddCommMonoid
Try this:
  [apply] ring_nf
  
  The `ring` tactic failed to close the goal. Use `ring_nf` to obtain a normal form.
    
  Note that `ring` works primarily in *commutative* rings. If you have a noncommutative ring, abelian group or module, consider using `noncomm_ring`, `abel` or `module` instead.
Main.lean:71:2: error: unsolved goals
case e'_5
S a b c d : ℝ
shift :
  ∀ (f : ℕ → ℝ) (m : ℝ),
    HasSum (fun n => fcWeight S n * f (n + 1)) m → HasSum (fun n => fcWeight S n * (↑n * f n)) (S * m)
m0 : HasSum (fcWeight S) 1
m1 : HasSum (fun n => fcWeight S n * ↑n) S
m2 : HasSum (fun n => fcWeight S n * (↑n * ↑n)) (S * (S + 1))
m3 : HasSum (fun n => fcWeight S n * (↑n * ↑n ^ 2)) (S * (S * (S + 1) + 2 * S + 1))
⊢ (fun n => fcWeight S n * a + fcWeight S n * b * ↑n + fcWeight S n * ↑n ^ 2 * c + fcWeight S n * ↑n ^ 3 * d) =
    fun b_1 =>
    a * fcWeight S b_1 + b * fcWeight S b_1 * ↑b_1 + c * fcWeight S b_1 * ↑b_1 ^ 2 + d * fcWeight S b_1 * ↑b_1 ^ 3
Main.lean:39:69: error: unsolved goals
case e'_6
S a b c d : ℝ
shift :
  ∀ (f : ℕ → ℝ) (m : ℝ),
    HasSum (fun n => fcWeight S n * f (n + 1)) m → HasSum (fun n => fcWeight S n * (↑n * f n)) (S * m)
m0 : HasSum (fcWeight S) 1
m1 : HasSum (fun n => fcWeight S n * ↑n) S
m2 : HasSum (fun n => fcWeight S n * (↑n * ↑n)) (S * (S + 1))
m3 : HasSum (fun n => fcWeight S n * (↑n * ↑n ^ 2)) (S * (S * (S + 1) + 2 * S + 1))
⊢ a + b * S + c * (S ^ 2 + S) + d * (S ^ 3 + 3 * S ^ 2 + S) =
    a * 1 + b * S + c * (S * (S + 1)) + d * (S * (S * (S + 1) + 2 * S + 1))
```

Diagnosis. Both failures come from `convert ... using 1`. It matches two `HasSum` statements argument by argument, and one argument is the additive structure on ℝ. The supplied terms, built with `mul_left`, reach that structure by another path than the goal does, and `convert` left the equality of the two as an extra first goal.

Each bullet therefore met the wrong goal. `funext` was applied to the equality of structures, which is not one between functions. The second bullet, `simp` in `shift` and `ring` at the end, got the equality of functions and did not close it. The equality of values had no bullet left.

The repair drops both `convert` calls. In `shift`, `e1` proves the equality of functions, `h2` uses it to obtain the shifted sum, and `simpa` removes the subtracted n = 0 term, which is zero. At the end, `hf` and `hv` prove the equalities of functions and values, and `rw` puts the goal in the form of the combined sum. In both places `exact` accepts the `mul_left` terms, since the two structures agree by definition.

This version goes through:

```diff
@@ -42,12 +42,15 @@
       HasSum (fun n : ℕ => fcWeight S n * ((n : ℝ) * f n)) (S * m) := by
     intro f m h
-    refine (hasSum_nat_add_iff' 1).mp ?_
-    convert h.mul_left S using 1
-    · funext n
-      show fcWeight S (n + 1) * (((n + 1 : ℕ) : ℝ) * f (n + 1)) =
-        S * (fcWeight S n * f (n + 1))
+    have e1 : (fun n : ℕ => fcWeight S (n + 1) * (((n + 1 : ℕ) : ℝ) * f (n + 1))) =
+        fun n : ℕ => S * (fcWeight S n * f (n + 1)) := by
+      funext n
       push_cast
       linear_combination f (n + 1) * fcWeight_succ S n
-    · simp
+    have h2 : HasSum (fun n : ℕ => fcWeight S (n + 1) * (((n + 1 : ℕ) : ℝ) * f (n + 1)))
+        (S * m) := by
+      rw [e1]
+      exact h.mul_left S
+    refine (hasSum_nat_add_iff' 1).mp ?_
+    simpa using h2
   have m0 := fcWeight_hasSum S
   have m1 : HasSum (fun n : ℕ => fcWeight S n * (n : ℝ)) S := by
@@ -66,8 +69,15 @@
     push_cast
     ring
-  convert (((m0.mul_left a).add (m1.mul_left b)).add (m2.mul_left c)).add (m3.mul_left d) using 1
-  · funext n
+  have hf : (fun n : ℕ => fcWeight S n * (a + b * n + c * (n : ℝ) ^ 2 + d * (n : ℝ) ^ 3)) =
+      fun n : ℕ => a * fcWeight S n + b * (fcWeight S n * (n : ℝ)) +
+        c * (fcWeight S n * ((n : ℝ) * (n : ℝ))) +
+        d * (fcWeight S n * ((n : ℝ) * (n : ℝ) ^ 2)) := by
+    funext n
     ring
-  · ring
+  have hv : a + b * S + c * (S ^ 2 + S) + d * (S ^ 3 + 3 * S ^ 2 + S) =
+      a * 1 + b * S + c * (S * (S + 1)) + d * (S * (S * (S + 1) + 2 * S + 1)) := by
+    ring
+  rw [hf, hv]
+  exact (((m0.mul_left a).add (m1.mul_left b)).add (m2.mul_left c)).add (m3.mul_left d)
 
 end
```
